# A second-order upper bound on the lowest RPA frequency of a stable real system

## The error left by the Tamm-Dancoff approximation

A Tamm-Dancoff calculation drops the coupling between excitations and de-excitations. For a stable system its lowest energy is never below the lowest positive frequency of the random-phase approximation (RPA), but the number alone doesn't show by how much, at the least, it is too high. With one mode of energy 1 and coupling 0.6, it gives 1 where the RPA frequency is 0.8. A correction of second order in the coupling lowers the estimate to 0.82, which is still an upper bound.

Let $A$ be the real excitation block and $B$ the real coupling block. The RPA equations for the amplitudes $X,Y$ at frequency $\omega$ are
$$AX+BY=\omega X,\qquad BX+AY=-\omega Y.$$
Adding and subtracting them gives $(A+B)(X+Y)=\omega(X-Y)$ and $(A-B)(X-Y)=\omega(X+Y)$, so
$$(A-B)(A+B)(X+Y)=\omega^2(X+Y).$$

## The bound and its hypotheses

Suppose that $A+B$ and $A-B$ are positive definite, that $w^2$ is at most every eigenvalue of $(A-B)(A+B)$, and that $Av=av$ with $v\cdot v=1$. Then
$$w\le a-s,\qquad s=v\cdot B(A+a)^{-1}Bv .$$
Positive definiteness stands for stability of the reference state against small real and imaginary orbital variations.

In Lean, `n` is a finite set labelling the excitations, and `A`, `B` are real matrices over it. `PosDef` includes symmetry of $A\pm B$, hence of $A$ and $B$. The set `rpaSquares A B` consists of the real eigenvalues of $(A-B)(A+B)$, which for a stable system are the squared RPA frequencies. The hypothesis `w ^ 2 ∈ lowerBounds (rpaSquares A B)` holds in particular when $w$ is the lowest positive RPA frequency. The vector `v` may be any unit eigenvector of $A$. The one with the lowest eigenvalue corrects the lowest Tamm-Dancoff energy, but a higher one can give a smaller upper bound.

`secondOrderShift` is $s$, and `admixture` is $y=(A+a)^{-1}Bv$. The latter name is not a textbook term: the trial amplitudes are $X=v$ and $Y=-y$.

The matrices are finite, real and independent of frequency. That their lowest frequency represents an excitation energy of a real molecule depends on the orbital basis and the interaction kernel, about which the hypotheses say nothing.

## Minimising the Rayleigh quotient

Write $M=A+B$ and $K=A-B$. On a unit sphere the continuous function $z\cdot Mz/(z\cdot K^{-1}z)$ has a minimum $m$, attained at some $z$. Scaling a vector leaves the quotient unchanged, so $N=M-mK^{-1}$ satisfies $u\cdot Nu\ge0$ for every $u$, while $z\cdot Nz=0$. For real $t$,
$$0\le(z+tu)\cdot N(z+tu)=2t\,u\cdot Nz+t^2\,u\cdot Nu,$$
which forces $u\cdot Nz=0$ for every $u$, so $Nz=0$. Hence $KMz=mz$ and $w^2\le m$. For every $x$,
$$w^2\,x\cdot K^{-1}x\le x\cdot Mx. \tag{1}$$

## The energy of the trial pair

Since $A=(M+K)/2$ is positive definite, $a=v\cdot Av>0$ and $A+a$ is invertible. Thus $Ay+ay=Bv$. Taking the product with $y$ and writing $q=y\cdot y$,
$$y\cdot Ay+aq=s,\qquad\text{so } s\ge aq\ge0.$$
Take $x=v-y$ and $p=v+y$, which are $X+Y$ and $X-Y$. Then
$$\begin{aligned}
x\cdot Mx+p\cdot Kp&=2v\cdot Av+2y\cdot Ay-4v\cdot By\\
&=2a+2(s-aq)-4s=2[a(1-q)-s].
\end{aligned}$$
The left side is twice the RPA energy form $X\cdot AX+2X\cdot BY+Y\cdot AY$ of the trial amplitudes. It is nonnegative, so $aq\le s\le a(1-q)$ and $q\le1/2$.

## Completing the square

Positivity of $K$ and (1) give
$$\begin{aligned}
0&\le(p-wK^{-1}x)\cdot K(p-wK^{-1}x)\\
&=p\cdot Kp-2w\,p\cdot x+w^2x\cdot K^{-1}x\\
&\le p\cdot Kp+x\cdot Mx-2w\,p\cdot x.
\end{aligned}$$
Since $p\cdot x=1-q$, this is $w(1-q)\le a(1-q)-s$. Dividing by $1-q>0$,
$$w\le a-\frac{s}{1-q}\le a-s,$$
where the last step uses $s\ge0$ and $0<1-q\le1$.

## One mode and the coefficient of the shift

For $A=1$, $B=b$ and $|b|<1$, the frequency is $w=\sqrt{1-b^2}$ and the shift is $s=b^2/2$. The bound agrees with $w$ through order $b^2$.

This case also shows that no coefficient $c>1$ can multiply $s$ in general. Choose $b^2=(c-1)/c^2$, which lies between 0 and 1. Then
$$(1-cb^2/2)^2=1-cb^2+c^2b^4/4<1-b^2,$$
because $c^2b^2/4=(c-1)/4<c-1$. Hence $1-cs<w$.

## The correction after a Tamm-Dancoff run

In adiabatic linear-response TDDFT or a static Bethe-Salpeter calculation with real, finite matrices satisfying the stability conditions, the correction starts from the eigenpair $(a,v)$. One product gives $u=Bv$. Conjugate gradients can solve $(A+a)y=u$, since the matrix is positive definite, and then $s=u\cdot y$. The squared norm $q=y\cdot y$ gives the sharper bound $a-s/(1-q)$ with little further work. The theorem assumes an exact eigenpair and an exact solution $y$; it doesn't cover the residuals that iterative solvers leave in either.

## The Lean file

```lean
import Mathlib

open Matrix

namespace TammDancoffSecondOrder

noncomputable section

variable {n : Type*} [Fintype n] [DecidableEq n]
  {A B : Matrix n n ℝ} {a w : ℝ} {v : n → ℝ}

/-- The squared RPA frequencies: the real eigenvalues of `(A - B)(A + B)`. -/
def rpaSquares (A B : Matrix n n ℝ) : Set ℝ :=
  {μ | ∃ x : n → ℝ, x ≠ 0 ∧ ((A - B) * (A + B)) *ᵥ x = μ • x}

/-- The amplitude `(A + a)⁻¹ B v` that the coupling `B` mixes into the vector `v`,
for `A + a` invertible. -/
def admixture (A B : Matrix n n ℝ) (a : ℝ) (v : n → ℝ) : n → ℝ :=
  (A + a • (1 : Matrix n n ℝ))⁻¹ *ᵥ (B *ᵥ v)

/-- The second-order shift `v · B (A + a)⁻¹ B v`, for `A + a` invertible. -/
def secondOrderShift (A B : Matrix n n ℝ) (a : ℝ) (v : n → ℝ) : ℝ :=
  v ⬝ᵥ B *ᵥ admixture A B a v

omit [DecidableEq n] in
/-- A real symmetric matrix gives a symmetric bilinear form. -/
theorem form_comm {S : Matrix n n ℝ} (hS : Sᵀ = S) (x y : n → ℝ) :
    x ⬝ᵥ S *ᵥ y = y ⬝ᵥ S *ᵥ x := by
  rw [Matrix.dotProduct_mulVec, ← Matrix.mulVec_transpose, hS, dotProduct_comm]

/-- If `A + B` and `A - B` are positive definite and `w²` is at most every squared RPA
frequency, then `w² x · (A - B)⁻¹ x ≤ x · (A + B) x` for every `x`. -/
theorem rayleigh_bound (hM : (A + B).PosDef) (hK : (A - B).PosDef)
    (hw : w ^ 2 ∈ lowerBounds (rpaSquares A B)) (x : n → ℝ) :
    w ^ 2 * (x ⬝ᵥ (A - B)⁻¹ *ᵥ x) ≤ x ⬝ᵥ (A + B) *ᵥ x := by
  have hG := hK.inv
  have hpos : ∀ z : n → ℝ, z ≠ 0 → 0 < z ⬝ᵥ (A - B)⁻¹ *ᵥ z := fun z hz => by
    simpa only [star_trivial] using hG.dotProduct_mulVec_pos hz
  by_cases hx : x = 0
  · simp [hx]
  have hc : ∀ S : Matrix n n ℝ, Continuous fun z : n → ℝ => z ⬝ᵥ S *ᵥ z := fun S => by
    simp only [dotProduct, Matrix.mulVec]
    fun_prop
  have hsph : ∀ y : n → ℝ, y ≠ 0 → ‖y‖⁻¹ • y ∈ Metric.sphere (0 : n → ℝ) 1 := fun y hy => by
    rw [mem_sphere_zero_iff_norm, norm_smul, norm_inv, norm_norm,
      inv_mul_cancel₀ (norm_ne_zero_iff.2 hy)]
  have hne : ∀ z ∈ Metric.sphere (0 : n → ℝ) 1, z ≠ 0 := by
    rintro z hz rfl
    simp at hz
  -- the Rayleigh quotient attains its minimum on the unit sphere
  obtain ⟨z, hz, hmin⟩ := (isCompact_sphere (0 : n → ℝ) 1).exists_isMinOn ⟨_, hsph x hx⟩
    ((hc (A + B)).continuousOn.div (hc (A - B)⁻¹).continuousOn
      fun z hz => (hpos z (hne z hz)).ne')
  have hz0 := hne z hz
  obtain ⟨m, hm⟩ : ∃ m, m = (z ⬝ᵥ (A + B) *ᵥ z) / (z ⬝ᵥ (A - B)⁻¹ *ᵥ z) := ⟨_, rfl⟩
  have hle : ∀ y : n → ℝ, m * (y ⬝ᵥ (A - B)⁻¹ *ᵥ y) ≤ y ⬝ᵥ (A + B) *ᵥ y := fun y => by
    by_cases hy : y = 0
    · simp [hy]
    have h := isMinOn_iff.1 hmin _ (hsph y hy)
    have hi : ‖y‖⁻¹ ≠ 0 := inv_ne_zero (norm_ne_zero_iff.2 hy)
    simp only [Pi.div_apply, Matrix.mulVec_smul, smul_dotProduct, dotProduct_smul,
      smul_eq_mul] at h
    rw [mul_div_mul_left _ _ hi, mul_div_mul_left _ _ hi, ← hm] at h
    exact (le_div_iff₀ (hpos y hy)).1 h
  -- the minimiser is an eigenvector of the RPA problem
  have hN : ((A + B) - m • (A - B)⁻¹).PosSemidef := by
    refine Matrix.PosSemidef.of_dotProduct_mulVec_nonneg ?_ ?_
    · rw [Matrix.IsHermitian, Matrix.conjTranspose_sub, Matrix.conjTranspose_smul,
        hM.isHermitian.eq, hG.isHermitian.eq, star_trivial]
    · intro y
      rw [star_trivial, Matrix.sub_mulVec, Matrix.smul_mulVec, dotProduct_sub,
        dotProduct_smul, smul_eq_mul]
      linarith [hle y]
  have h0 : ((A + B) - m • (A - B)⁻¹) *ᵥ z = 0 := by
    apply (hN.dotProduct_mulVec_zero_iff z).1
    rw [star_trivial, Matrix.sub_mulVec, Matrix.smul_mulVec, dotProduct_sub,
      dotProduct_smul, smul_eq_mul, hm, div_mul_cancel₀ _ (hpos z hz0).ne', sub_self]
  rw [Matrix.sub_mulVec, Matrix.smul_mulVec, sub_eq_zero] at h0
  have hwm : w ^ 2 ≤ m := hw ⟨z, hz0, by
    rw [← Matrix.mulVec_mulVec, h0, Matrix.mulVec_smul, Matrix.mulVec_mulVec,
      Matrix.mul_nonsing_inv _ (isUnit_iff_ne_zero.2 hK.det_pos.ne'), Matrix.one_mulVec]⟩
  exact (mul_le_mul_of_nonneg_right hwm (hpos x hx).le).trans (hle x)

omit [DecidableEq n] in
/-- If `A + B` and `A - B` are positive definite, then `A` and `B` are symmetric and `A` has
positive expectation value in every nonzero vector. -/
theorem blocks_symm_pos (hM : (A + B).PosDef) (hK : (A - B).PosDef) :
    Aᵀ = A ∧ Bᵀ = B ∧ ∀ z : n → ℝ, z ≠ 0 → 0 < z ⬝ᵥ A *ᵥ z := by
  have h1 := (Matrix.conjTranspose_eq_transpose_of_trivial _).symm.trans hM.isHermitian.eq
  have h2 := (Matrix.conjTranspose_eq_transpose_of_trivial _).symm.trans hK.isHermitian.eq
  have h : ∀ i j, A j i = A i j ∧ B j i = B i j := fun i j => by
    have e1 := congrFun (congrFun h1 i) j
    have e2 := congrFun (congrFun h2 i) j
    simp only [Matrix.transpose_apply, Matrix.add_apply, Matrix.sub_apply] at e1 e2
    constructor <;> linarith
  refine ⟨by ext i j; exact (h i j).1, by ext i j; exact (h i j).2, fun z hz => ?_⟩
  have p1 := hM.dotProduct_mulVec_pos hz
  have p2 := hK.dotProduct_mulVec_pos hz
  rw [star_trivial, Matrix.add_mulVec, dotProduct_add] at p1
  rw [star_trivial, Matrix.sub_mulVec, dotProduct_sub] at p2
  linarith

/-- For `A + B`, `A - B` positive definite and a unit vector `v` with `A v = a v`, the energy `a`
is positive and the admixture `y` solves `A y + a y = B v`. -/
theorem admixture_equation (hM : (A + B).PosDef) (hK : (A - B).PosDef)
    (hv : A *ᵥ v = a • v) (h1 : v ⬝ᵥ v = 1) :
    0 < a ∧ A *ᵥ admixture A B a v + a • admixture A B a v = B *ᵥ v := by
  obtain ⟨hA, -, hp⟩ := blocks_symm_pos hM hK
  have ha : 0 < a := by
    have h := hp v (by rintro rfl; simp at h1)
    rwa [hv, dotProduct_smul, h1, smul_eq_mul, mul_one] at h
  have hR : (A + a • (1 : Matrix n n ℝ)).PosDef := by
    refine Matrix.posDef_iff_dotProduct_mulVec.2 ⟨?_, ?_⟩
    · rw [Matrix.IsHermitian, Matrix.conjTranspose_eq_transpose_of_trivial,
        Matrix.transpose_add, Matrix.transpose_smul, Matrix.transpose_one, hA]
    · intro x hx
      rw [star_trivial, Matrix.add_mulVec, Matrix.smul_mulVec, Matrix.one_mulVec,
        dotProduct_add, dotProduct_smul, smul_eq_mul]
      have hxx : 0 ≤ x ⬝ᵥ x := Finset.sum_nonneg fun i _ => mul_self_nonneg (x i)
      linarith [hp x hx, mul_nonneg ha.le hxx]
  have h : (A + a • (1 : Matrix n n ℝ)) *ᵥ admixture A B a v = B *ᵥ v := by
    rw [admixture, Matrix.mulVec_mulVec,
      Matrix.mul_nonsing_inv _ (isUnit_iff_ne_zero.2 hR.det_pos.ne'), Matrix.one_mulVec]
  rw [Matrix.add_mulVec, Matrix.smul_mulVec, Matrix.one_mulVec] at h
  exact ⟨ha, h⟩

/-- Let `A + B`, `A - B` be positive definite, `A v = a v`, `v · v = 1`, and let `y` be the
admixture and `s` the second-order shift. The quadratic forms of `A + B` at `v - y` and of `A - B`
at `v + y` add up to `2 (a (1 - y · y) - s)`, and `y · y ≤ 1/2`, `0 ≤ s`. -/
theorem trial_energy (hM : (A + B).PosDef) (hK : (A - B).PosDef)
    (hv : A *ᵥ v = a • v) (h1 : v ⬝ᵥ v = 1) :
    let y := admixture A B a v
    (v - y) ⬝ᵥ (A + B) *ᵥ (v - y) + (v + y) ⬝ᵥ (A - B) *ᵥ (v + y)
        = 2 * (a * (1 - y ⬝ᵥ y) - secondOrderShift A B a v)
      ∧ y ⬝ᵥ y ≤ 1 / 2 ∧ 0 ≤ secondOrderShift A B a v := by
  intro y
  obtain ⟨hA, hB, -⟩ := blocks_symm_pos hM hK
  obtain ⟨ha, hy⟩ := admixture_equation hM hK hv h1
  have hs : secondOrderShift A B a v = v ⬝ᵥ B *ᵥ y := rfl
  have e1 : y ⬝ᵥ A *ᵥ y + a * (y ⬝ᵥ y) = v ⬝ᵥ B *ᵥ y := by
    rw [form_comm hB v y, ← hy, dotProduct_add, dotProduct_smul, smul_eq_mul]
  have e2 : v ⬝ᵥ A *ᵥ v = a := by rw [hv, dotProduct_smul, h1, smul_eq_mul, mul_one]
  have hE : (v - y) ⬝ᵥ (A + B) *ᵥ (v - y) + (v + y) ⬝ᵥ (A - B) *ᵥ (v + y)
      = 2 * (a * (1 - y ⬝ᵥ y) - secondOrderShift A B a v) := by
    simp only [hs, Matrix.add_mulVec, Matrix.sub_mulVec, Matrix.mulVec_add, Matrix.mulVec_sub,
      dotProduct_add, dotProduct_sub, add_dotProduct, sub_dotProduct]
    linear_combination 2 * e1 + 2 * e2 - 2 * form_comm hB y v
  have p1 := hM.posSemidef.dotProduct_mulVec_nonneg (v - y)
  have p2 := hK.posSemidef.dotProduct_mulVec_nonneg (v + y)
  have p3 : 0 ≤ y ⬝ᵥ A *ᵥ y := by
    have q1 := hM.posSemidef.dotProduct_mulVec_nonneg y
    have q2 := hK.posSemidef.dotProduct_mulVec_nonneg y
    rw [star_trivial, Matrix.add_mulVec, dotProduct_add] at q1
    rw [star_trivial, Matrix.sub_mulVec, dotProduct_sub] at q2
    linarith
  have p4 : 0 ≤ y ⬝ᵥ y := Finset.sum_nonneg fun i _ => mul_self_nonneg (y i)
  rw [star_trivial] at p1 p2
  refine ⟨hE, ?_, ?_⟩
  · by_contra hlt
    nlinarith [mul_pos ha (sub_pos.2 (not_le.1 hlt))]
  · rw [hs, ← e1]
    positivity

/-- Let `A + B`, `A - B` be positive definite, `w²` at most every squared RPA frequency, and
`A v = a v` with `v · v = 1`. Then `w ≤ a - s / (1 - y · y)`, with `s` the second-order shift
and `y` the admixture. -/
theorem renormalised_bound (hM : (A + B).PosDef) (hK : (A - B).PosDef)
    (hw : w ^ 2 ∈ lowerBounds (rpaSquares A B)) (hv : A *ᵥ v = a • v) (h1 : v ⬝ᵥ v = 1) :
    w ≤ a - secondOrderShift A B a v / (1 - admixture A B a v ⬝ᵥ admixture A B a v) := by
  obtain ⟨hE, hq, -⟩ := trial_energy hM hK hv h1
  set y := admixture A B a v
  have hKt := (Matrix.conjTranspose_eq_transpose_of_trivial _).symm.trans hK.isHermitian.eq
  have hray := rayleigh_bound hM hK hw (v - y)
  -- complete the square in the metric `A - B`
  have hsq := hK.posSemidef.dotProduct_mulVec_nonneg
    ((v + y) - w • ((A - B)⁻¹ *ᵥ (v - y)))
  have hinv : (A - B) *ᵥ ((A - B)⁻¹ *ᵥ (v - y)) = v - y := by
    rw [Matrix.mulVec_mulVec,
      Matrix.mul_nonsing_inv _ (isUnit_iff_ne_zero.2 hK.det_pos.ne'), Matrix.one_mulVec]
  have hcross := form_comm hKt ((A - B)⁻¹ *ᵥ (v - y)) (v + y)
  rw [hinv] at hcross
  generalize (A - B)⁻¹ *ᵥ (v - y) = g at hray hsq hinv hcross
  rw [star_trivial, Matrix.mulVec_sub, Matrix.mulVec_smul, hinv, sub_dotProduct,
    dotProduct_sub, dotProduct_sub, smul_dotProduct, smul_dotProduct, dotProduct_smul,
    dotProduct_smul, hcross, dotProduct_comm g (v - y)] at hsq
  have hxp : (v + y) ⬝ᵥ (v - y) = 1 - y ⬝ᵥ y := by
    rw [add_dotProduct, dotProduct_sub, dotProduct_sub, h1, dotProduct_comm y v]
    ring
  simp only [smul_eq_mul, hxp] at hsq
  have hd : 0 < 1 - y ⬝ᵥ y := by linarith
  have hfin : secondOrderShift A B a v / (1 - y ⬝ᵥ y) ≤ a - w := by
    rw [div_le_iff₀ hd]
    nlinarith
  linarith

/-- Second-order corrected Tamm-Dancoff bound: let `A + B`, `A - B` be positive definite, `w²` at
most every eigenvalue of `(A - B)(A + B)`, and `v` a unit eigenvector of `A` with eigenvalue `a`.
Then `w ≤ a - v · B (A + a)⁻¹ B v`. -/
theorem second_order_bound (hM : (A + B).PosDef) (hK : (A - B).PosDef)
    (hw : w ^ 2 ∈ lowerBounds (rpaSquares A B)) (hv : A *ᵥ v = a • v) (h1 : v ⬝ᵥ v = 1) :
    w ≤ a - v ⬝ᵥ B *ᵥ ((A + a • (1 : Matrix n n ℝ))⁻¹ *ᵥ (B *ᵥ v)) := by
  change w ≤ a - secondOrderShift A B a v
  obtain ⟨-, hq, hs⟩ := trial_energy hM hK hv h1
  have hy : 0 ≤ admixture A B a v ⬝ᵥ admixture A B a v :=
    Finset.sum_nonneg fun i _ => mul_self_nonneg _
  have h := renormalised_bound hM hK hw hv h1
  -- dividing by a norm factor in `(0, 1]` only enlarges the shift
  have := le_div_self hs (by linarith : 0 < 1 - admixture A B a v ⬝ᵥ admixture A B a v)
    (by linarith)
  linarith

/-- The coefficient one of the shift is optimal: for every `c > 1` there is a one-mode system
`A = 1`, `B = b`, with `A + B`, `A - B` positive definite and lowest RPA frequency `w > 0`, for
which `1 - c s < w`, where `s` is the second-order shift. -/
theorem coefficient_optimal {c : ℝ} (hc : 1 < c) :
    ∃ b w : ℝ, 0 < w ∧ ((1 : Matrix (Fin 1) (Fin 1) ℝ) + b • 1).PosDef ∧
      ((1 : Matrix (Fin 1) (Fin 1) ℝ) - b • 1).PosDef ∧
      IsLeast (rpaSquares (1 : Matrix (Fin 1) (Fin 1) ℝ) (b • 1)) (w ^ 2) ∧
      1 - c * secondOrderShift (1 : Matrix (Fin 1) (Fin 1) ℝ) (b • 1) 1 1 < w := by
  have hc0 : 0 < c := by linarith
  -- a weak coupling with `b² = (c - 1) / c²`
  obtain ⟨b, hb⟩ : ∃ b : ℝ, b ^ 2 = (c - 1) / c ^ 2 :=
    ⟨√((c - 1) / c ^ 2), Real.sq_sqrt (div_nonneg (by linarith) (by positivity))⟩
  have hbc : b ^ 2 * c ^ 2 = c - 1 := by rw [hb]; field_simp
  have hb1 : b ^ 2 < 1 := by
    rw [hb, div_lt_one (by positivity)]
    nlinarith
  have hbl := abs_lt.1 ((sq_lt_one_iff_abs_lt_one b).1 hb1)
  have hsq : √(1 - b ^ 2) ^ 2 = 1 - b ^ 2 := Real.sq_sqrt (by linarith)
  have hprod : ((1 : Matrix (Fin 1) (Fin 1) ℝ) - b • 1) * (1 + b • 1) = (1 - b ^ 2) • 1 := by
    ext i j
    fin_cases i; fin_cases j
    simp [Matrix.mul_apply]
    ring
  have hshift : secondOrderShift (1 : Matrix (Fin 1) (Fin 1) ℝ) (b • 1) 1 1 = b ^ 2 / 2 := by
    have hi : ((1 : Matrix (Fin 1) (Fin 1) ℝ) + (1 : ℝ) • 1)⁻¹ = (1 / 2 : ℝ) • 1 := by
      apply Matrix.inv_eq_right_inv
      rw [Matrix.mul_smul, mul_one]
      module
    rw [secondOrderShift, admixture, hi]
    simp only [Matrix.smul_mulVec, Matrix.one_mulVec, dotProduct_smul, smul_eq_mul]
    simp [dotProduct]
    ring
  refine ⟨b, √(1 - b ^ 2), Real.sqrt_pos.2 (by linarith), ?_, ?_, ⟨?_, ?_⟩, ?_⟩
  · have h := (Matrix.PosDef.one (n := Fin 1) (R := ℝ)).smul (by linarith : 0 < 1 + b)
    rwa [add_smul, one_smul] at h
  · have h := (Matrix.PosDef.one (n := Fin 1) (R := ℝ)).smul (by linarith : 0 < 1 - b)
    rwa [sub_smul, one_smul] at h
  · exact ⟨1, one_ne_zero, by rw [hprod, hsq, Matrix.smul_mulVec, Matrix.one_mulVec]⟩
  · rintro μ ⟨x, hx, h⟩
    rw [hprod, Matrix.smul_mulVec, Matrix.one_mulVec] at h
    obtain ⟨i, hi⟩ := Function.ne_iff.1 hx
    have e := congrFun h i
    simp only [Pi.smul_apply, smul_eq_mul] at e
    rw [hsq]
    exact (mul_right_cancel₀ hi e).le
  · rw [hshift]
    apply Real.lt_sqrt_of_sq_lt
    have hb0 : 0 < b ^ 2 := by rw [hb]; exact div_pos (by linarith) (by positivity)
    nlinarith [mul_pos hb0 (sub_pos.2 hc)]

end

end TammDancoffSecondOrder
```

```lean
#print axioms TammDancoffSecondOrder.second_order_bound
#print axioms TammDancoffSecondOrder.coefficient_optimal
```

```
'TammDancoffSecondOrder.second_order_bound' depends on axioms: [propext, Classical.choice, Quot.sound]
'TammDancoffSecondOrder.coefficient_optimal' depends on axioms: [propext, Classical.choice, Quot.sound]
```

## From the matrix identities to the Lean proof

`rayleigh_bound` proves (1). Compactness supplies the minimiser through `exists_isMinOn`; the sphere is that of Lean's maximum norm on `n → ℝ`, which serves equally well because the quotient is unchanged by scaling. `dotProduct_mulVec_zero_iff` turns $z\cdot Nz=0$ into $Nz=0$.

`blocks_symm_pos` recovers the symmetry of both blocks and the positivity of $A$. `admixture_equation` uses them to invert $A+a$. In `trial_energy`, `e1` is the relation $y\cdot Ay+aq=s$ and `e2` is $v\cdot Av=a$; `linear_combination` assembles the energy from these and the symmetry of $B$, stated by `form_comm`. Then `nlinarith` rules out $q>1/2$.

`renormalised_bound` completes the square: `hsq` is its nonnegativity, `hray` is (1) for the trial vector, and `hxp` is $p\cdot x=1-q$. `second_order_bound` removes the denominator with `le_div_self`. Finally, `coefficient_optimal` computes the one-mode product and shift, shows with `IsLeast` that $w^2$ is the lowest squared frequency, and compares squares to obtain the strict inequality.
